# Spectral flattening of a finite chiral Hamiltonian by U = B (B†B)^(-1/2)

Let B be an invertible complex n by n matrix, and let R = (B†B)^(-1/2), meaning a positive definite matrix with R² B†B = 1. Put U = BR and form the block matrices

H = [ 0, B ; B†, 0 ],  Q = [ 0, U ; U†, 0 ].

Then U is unitary, Q² = 1, QH = HQ, and QH is positive definite. Moreover, (1 − t)H + tQ has no zero mode for any t between 0 and 1.

Q is H with every energy replaced by its sign. On a common eigenvector with Hψ = Eψ and Qψ = qψ, Q² = 1 gives q = ±1 and the positivity of QH gives qE > 0. For non-interacting chiral insulators with the Fermi level at zero energy, this replacement discards the band energies and keeps the occupied subspace, which is spanned by the states of negative energy; the result here concerns one finite matrix B, such as the Bloch block at a single wave vector.

The index types `m` and `n` below are finite, and their elements label orbitals.

```lean
import Mathlib

open Matrix

namespace SpectralFlattening

variable {m n : Type*} [Fintype m] [DecidableEq m] [Fintype n] [DecidableEq n]
```

## Positivity as an expectation value

A matrix M is positive definite if M† = M and

Re x†Mx > 0 for every x ≠ 0.

In Lean, `star x ⬝ᵥ (M *ᵥ x)` is x†Mx. It is already real for Hermitian M, so taking the real part loses nothing. The vector x need not be normalised: the physical expectation value is x†Mx / x†x, which has the same sign.

```lean
/-- A Hermitian matrix whose expectation value is positive in every nonzero state. -/
def PositiveDefinite (M : Matrix m m ℂ) : Prop :=
  Mᴴ = M ∧ ∀ x : m → ℂ, x ≠ 0 → 0 < (star x ⬝ᵥ (M *ᵥ x)).re
```

## The inverse square root as a hypothesis

For a matrix G, the inverse square root is described by two properties: R is positive definite, and R²G = 1. With G = B†B the second property reads (R²B†)B = 1, so B is invertible. Physically, this says that H has no state at zero energy.

Conversely, every invertible B has such an R. Diagonalise B†B = V diag(λᵢ) V† with all λᵢ > 0, and take R = V diag(λᵢ^(-1/2)) V†. The theorems below do not carry out this construction; they take R as given.

Another model would define R as a function of B through the continuous functional calculus. The theorems would then assume only that B is invertible, and the two properties of R would have to be derived first. The algebra that follows would stay the same.

```lean
/-- `R` is the inverse square root `G^(-1/2)`: it is positive definite and `R² G = 1`. -/
def IsInvSqrt (R G : Matrix n n ℂ) : Prop :=
  PositiveDefinite R ∧ R * R * G = 1
```

## The two-sublattice Hamiltonian

A chiral Hamiltonian only couples one sublattice to the other. `chiral B` is the matrix H above, acting on the index type `n ⊕ n`, whose two halves are the sublattices. They have equal size, so systems with a sublattice imbalance are not covered. The flattened matrix Q is `chiral (B * R)`.

```lean
/-- The chiral Hamiltonian with off-diagonal blocks `B` and `B†`. -/
def chiral (B : Matrix n n ℂ) : Matrix (n ⊕ n) (n ⊕ n) ℂ := fromBlocks 0 B Bᴴ 0
```

## Positivity under a change of variables

Let R be positive definite and let DC = 1. Then C†RC is Hermitian, because (C†RC)† = C†R†C = C†RC. For x ≠ 0 the vector Cx is also nonzero, since x = DCx. Hence

x†(C†RC)x = (Cx)†R(Cx) > 0.

The Lean proof applies the positivity of R to `C *ᵥ x` and then moves C across the scalar product.

```lean
/-- Positive definiteness survives a change of variables `C` that has a left inverse `D`. -/
theorem PositiveDefinite.congruence {R C D : Matrix m m ℂ}
    (hR : PositiveDefinite R) (hD : D * C = 1) : PositiveDefinite (Cᴴ * R * C) := by
  constructor
  · rw [conjTranspose_mul, conjTranspose_mul, conjTranspose_conjTranspose, hR.1,
      Matrix.mul_assoc]
  · intro x hx
    have hCx : C *ᵥ x ≠ 0 := by
      intro h
      apply hx
      rw [← one_mulVec x, ← hD, ← mulVec_mulVec, h, mulVec_zero]
    have h := hR.2 _ hCx
    rw [star_mulVec, ← dotProduct_mulVec, mulVec_mulVec, mulVec_mulVec] at h
    exact h
```

## Positivity of block-diagonal matrices

Let A and B be positive definite; in this lemma B is any such block, not the hopping matrix. Split x into its sublattice parts u and v. Then

x† diag(A, B) x = u†Au + v†Bv.

If x ≠ 0, at least one of u and v is nonzero. A nonzero part contributes a positive number and a zero part contributes nothing, so the sum is positive. The case distinctions in the proof are the cases u = 0 and v = 0.

```lean
omit [DecidableEq m] [DecidableEq n] in
/-- A block-diagonal matrix with positive definite blocks is positive definite. -/
theorem PositiveDefinite.blocks {A : Matrix m m ℂ} {B : Matrix n n ℂ}
    (hA : PositiveDefinite A) (hB : PositiveDefinite B) :
    PositiveDefinite (fromBlocks A 0 0 B) := by
  constructor
  · rw [fromBlocks_conjTranspose, hA.1, hB.1, conjTranspose_zero, conjTranspose_zero]
  · intro x hx
    -- the expectation value is the sum over the two sublattices
    have hs : star x ⬝ᵥ (fromBlocks A 0 0 B *ᵥ x) =
        star (fun i => x (Sum.inl i)) ⬝ᵥ (A *ᵥ fun i => x (Sum.inl i)) +
        star (fun i => x (Sum.inr i)) ⬝ᵥ (B *ᵥ fun i => x (Sum.inr i)) := by
      simp [dotProduct, mulVec, Fintype.sum_sum_type]
    rw [hs, Complex.add_re]
    by_cases hu : (fun i => x (Sum.inl i)) = 0
    · have hv : (fun i => x (Sum.inr i)) ≠ 0 := by
        intro hv
        apply hx
        funext i
        cases i with
        | inl i => exact congrFun hu i
        | inr i => exact congrFun hv i
      rw [hu, mulVec_zero, dotProduct_zero, Complex.zero_re, zero_add]
      exact hB.2 _ hv
    · have h1 := hA.2 _ hu
      by_cases hv : (fun i => x (Sum.inr i)) = 0
      · rw [hv, mulVec_zero, dotProduct_zero, Complex.zero_re, add_zero]
        exact h1
      · exact add_pos h1 (hB.2 _ hv)
```

## Products of chiral matrices

For any n by n matrices A and B, block multiplication gives

[ 0, A ; A†, 0 ] [ 0, B ; B†, 0 ] = diag(AB†, A†B).

Two hops between the sublattices lead back to the starting one. This formula supplies Q², QH and HQ.

```lean
omit [DecidableEq n] in
/-- The product of two chiral Hamiltonians is block diagonal in the sublattices. -/
theorem chiral_mul (A B : Matrix n n ℂ) :
    chiral A * chiral B = fromBlocks (A * Bᴴ) 0 0 (Aᴴ * B) := by
  simp only [chiral, fromBlocks_multiply, Matrix.mul_zero, Matrix.zero_mul, add_zero, zero_add]
```

## R commutes with B†B

From R²G = 1 it follows that GR² = 1, because a one-sided inverse of a finite square matrix is two-sided. Therefore

GR = GR(R²G) = (GR²)(RG) = RG.

The `calc` block has these same steps. No diagonalisation is needed.

```lean
/-- The inverse square root of `G` commutes with `G`. -/
theorem IsInvSqrt.comm {R G : Matrix n n ℂ} (h : IsInvSqrt R G) : G * R = R * G := by
  have h' : G * (R * R) = 1 := mul_eq_one_comm.mp h.2
  calc G * R = G * R * (R * R * G) := by rw [h.2, Matrix.mul_one]
    _ = G * (R * R) * (R * G) := by simp only [Matrix.mul_assoc]
    _ = R * G := by rw [h', Matrix.one_mul]
```

## The four properties of the flattened matrix

Write G = B†B. Since R is Hermitian, U† = RB†, and

U†U = RB†BR = R(GR) = R(RG) = 1.

In finite dimension UU† = 1 follows, so U is unitary. The product formula then gives

Q² = diag(UU†, U†U) = 1.

For the mixed products,

QH = diag(UB†, U†B) = diag(BRB†, RG),
HQ = diag(BU†, B†U) = diag(BRB†, GR),

and these agree because GR = RG.

It remains to show that both blocks of QH are positive definite. Each is R after a change of variables:

- For BRB†, take C = B†. Its left inverse is D = BR², since BR²B† = UU† = 1.
- For RG, take C = RG. Its left inverse is D = R, since R(RG) = 1. As (RG)† = GR = RG, we get C†RC = RG·R·RG = RG.

In the Lean proof `hl` and `hr` are U†U = 1 and UU† = 1, `hQH` and `hHQ` are the two mixed products, and `p1` and `p2` are the positivity of the two blocks. The conclusion lists the four properties in the order of the introduction, with unitarity expressed as membership in `unitaryGroup n ℂ`.

```lean
/-- Spectral flattening: with `R = (B†B)^(-1/2)` the matrix `U = B R` is unitary, and the
flattened Hamiltonian `Q` squares to one, commutes with `H`, and makes `Q H` positive definite. -/
theorem spectral_flattening {B R : Matrix n n ℂ} (h : IsInvSqrt R (Bᴴ * B)) :
    B * R ∈ unitaryGroup n ℂ ∧
    chiral (B * R) * chiral (B * R) = 1 ∧
    chiral (B * R) * chiral B = chiral B * chiral (B * R) ∧
    PositiveDefinite (chiral (B * R) * chiral B) := by
  have hc := h.comm
  have hR : Rᴴ = R := h.1.1
  have hRG : R * (R * (Bᴴ * B)) = 1 := by rw [← Matrix.mul_assoc]; exact h.2
  have hU : (B * R)ᴴ = R * Bᴴ := by rw [conjTranspose_mul, hR]
  have hl : R * Bᴴ * (B * R) = 1 := by
    calc R * Bᴴ * (B * R) = R * (Bᴴ * B * R) := by simp only [Matrix.mul_assoc]
      _ = 1 := by rw [hc, hRG]
  have hr : B * R * (R * Bᴴ) = 1 := mul_eq_one_comm.mp hl
  -- both orders of the product have the blocks `B R B†` and `R B†B`
  have hQH : chiral (B * R) * chiral B = fromBlocks (B * R * Bᴴ) 0 0 (R * (Bᴴ * B)) := by
    rw [chiral_mul, hU, Matrix.mul_assoc R]
  have hHQ : chiral B * chiral (B * R) = fromBlocks (B * R * Bᴴ) 0 0 (R * (Bᴴ * B)) := by
    rw [chiral_mul, hU, ← Matrix.mul_assoc B, ← Matrix.mul_assoc Bᴴ, hc]
  refine ⟨?_, ?_, hQH.trans hHQ.symm, ?_⟩
  · rw [mem_unitaryGroup_iff, star_eq_conjTranspose, hU, hr]
  · rw [chiral_mul, hU, hl, hr, fromBlocks_one]
  · -- each block is `R` after a change of variables
    have p1 : PositiveDefinite (B * R * Bᴴ) := by
      have hD : B * R * R * Bᴴ = 1 := by rw [Matrix.mul_assoc (B * R)]; exact hr
      have p := h.1.congruence hD
      rwa [conjTranspose_conjTranspose] at p
    have p2 : PositiveDefinite (R * (Bᴴ * B)) := by
      have p := h.1.congruence hRG
      have e : (R * (Bᴴ * B))ᴴ = R * (Bᴴ * B) := by
        rw [conjTranspose_mul, conjTranspose_mul, conjTranspose_conjTranspose, hR, hc]
      rwa [e, Matrix.mul_assoc (R * (Bᴴ * B)), hRG, Matrix.mul_one] at p
    rw [hQH]
    exact p1.blocks p2
```

## The gap stays open along the straight path

As before, R is the inverse square root of B†B, so B is invertible and H itself has no zero mode. Suppose that 0 ≤ t ≤ 1 and

(1 − t)Hx + tQx = 0.

Apply Q, use Q² = 1, and take the scalar product with x:

(1 − t) x†QHx + t x†x = 0.

If x were nonzero, both x†QHx and x†x would be positive. The coefficients 1 − t and t are non-negative and do not both vanish, so the left side would be positive, a contradiction. Hence x = 0.

The hypothesis `hx` is the zero-mode equation. The line containing `congrArg` applies Q and takes the scalar product with x, and the final case split separates t = 0 from t > 0.

A finite matrix without a zero mode is invertible, so no energy reaches zero on the way from H to Q. The path also remains chiral, with off-diagonal block (1 − t)B + tU.

```lean
/-- No Hamiltonian `(1 - t) H + t Q` on the straight path from `H` to `Q` has a zero mode. -/
theorem flattening_path_no_zero_mode {B R : Matrix n n ℂ} (h : IsInvSqrt R (Bᴴ * B))
    {t : ℝ} (h0 : 0 ≤ t) (h1 : t ≤ 1) (x : n ⊕ n → ℂ)
    (hx : ((1 - t : ℝ) : ℂ) • (chiral B *ᵥ x) + (t : ℂ) • (chiral (B * R) *ᵥ x) = 0) :
    x = 0 := by
  obtain ⟨-, hQ, -, hp⟩ := spectral_flattening h
  by_contra hne
  have ha := hp.2 x hne
  have hb : 0 < (star x ⬝ᵥ x).re := by
    have e : (star x ⬝ᵥ x).re = ∑ i, Complex.normSq (x i) := by
      simp [dotProduct, Complex.normSq_apply]
    obtain ⟨i, hi⟩ := Function.ne_iff.mp hne
    rw [e]
    exact Finset.sum_pos' (fun j _ => Complex.normSq_nonneg _)
      ⟨i, Finset.mem_univ i, Complex.normSq_pos.mpr hi⟩
  -- apply `Q` and take the expectation value
  have e := congrArg (fun y => (star x ⬝ᵥ (chiral (B * R) *ᵥ y)).re) hx
  simp only [mulVec_add, mulVec_smul, mulVec_mulVec, hQ, one_mulVec, mulVec_zero,
    dotProduct_add, dotProduct_smul, dotProduct_zero, smul_eq_mul, Complex.add_re,
    Complex.re_ofReal_mul, Complex.zero_re] at e
  rcases h0.eq_or_lt with ht | ht
  · rw [← ht] at e
    linarith
  · have := mul_pos ht hb
    have := mul_nonneg (sub_nonneg.mpr h1) ha.le
    linarith
```

## An example with two orbitals per sublattice

Let B have rows (0, 1/2) and (1, 0). Then

B†B = diag(1, 1/4),  R = diag(1, 2),

and R²B†B = diag(1, 4) diag(1, 1/4) = 1. The matrix R is positive definite because, with components numbered from zero as in Lean,

x†Rx = |x₀|² + 2|x₁|².

The theorem `isInvSqrt_witness` establishes these facts about R, so the two preceding theorems apply to this B.

The rest of the example is a short calculation by hand. The matrix U = BR has rows (0, 1) and (1, 0), which is a permutation matrix and therefore unitary. The blocks of QH are

BRB† = diag(1/2, 1),  RB†B = diag(1, 1/2).

H has the energies ±1 and ±1/2, while Q has +1 and −1, each twice. Along the path the energies are ±1 and ±(1 + t)/2, so the smallest distance from zero grows from 1/2 to 1.

```lean
/-- For `B` with rows `(0, 1/2)` and `(1, 0)`, the inverse square root of `B†B` is `diag(1, 2)`. -/
theorem isInvSqrt_witness :
    IsInvSqrt !![(1 : ℂ), 0; 0, 2] (!![(0 : ℂ), 1 / 2; 1, 0]ᴴ * !![(0 : ℂ), 1 / 2; 1, 0]) := by
  refine ⟨⟨?_, ?_⟩, ?_⟩
  · ext i j
    fin_cases i <;> fin_cases j <;> simp
  · intro x hx
    have e : (star x ⬝ᵥ (!![(1 : ℂ), 0; 0, 2] *ᵥ x)).re =
        Complex.normSq (x 0) + 2 * Complex.normSq (x 1) := by
      simp [dotProduct, mulVec, Fin.sum_univ_two, Complex.normSq_apply]
      ring
    rw [e]
    obtain ⟨i, hi⟩ := Function.ne_iff.mp hx
    have hpos : 0 < Complex.normSq (x i) := Complex.normSq_pos.mpr hi
    have n0 := Complex.normSq_nonneg (x 0)
    have n1 := Complex.normSq_nonneg (x 1)
    fin_cases i
    · change 0 < Complex.normSq (x 0) at hpos
      linarith
    · change 0 < Complex.normSq (x 1) at hpos
      linarith
  · ext i j
    fin_cases i <;> fin_cases j <;> simp [Matrix.mul_apply, Fin.sum_univ_two]
    all_goals norm_num
    -- the remaining entry contains the conjugate of the real number 2
    have h2 : (starRingEnd ℂ) 2 = 2 := Complex.conj_eq_iff_im.mpr (by simp)
    rw [h2]
    norm_num

end SpectralFlattening
```

```lean
#print axioms SpectralFlattening.spectral_flattening
-- 'SpectralFlattening.spectral_flattening' depends on axioms: [propext, Classical.choice, Quot.sound]
#print axioms SpectralFlattening.flattening_path_no_zero_mode
-- 'SpectralFlattening.flattening_path_no_zero_mode' depends on axioms: [propext, Classical.choice, Quot.sound]
```
